# A finite-dimensional channel with a nonzero constant reset probability has one stationary state, approached from every initial state

A quantum system with finitely many levels evolves in discrete steps. At each step, with probability \(a\), it is discarded and prepared afresh in a fixed state \(\sigma\). Otherwise it passes through a channel \(\Psi\). Does the system eventually forget how it started? The channel alone gives no such guarantee: if \(\Psi\) is the identity, every state is stationary. The reset changes this, however small its probability.

## Why resets erase the initial state

A density matrix is a positive semidefinite complex \(n\times n\) matrix of trace one. Let \(\sigma\) be one, let \(0<a\le 1\), and let

\[
\Psi(X)=\sum_m K_m X K_m^*,\qquad \sum_m K_m^*K_m=1,
\]

with finitely many Kraus matrices \(K_m\), where the star denotes the conjugate transpose. One step of the dynamics is

\[
\Phi(X)=a\,\mathrm{Tr}(X)\,\sigma+(1-a)\,\Psi(X).
\]

The claim is that exactly one density matrix \(\tau\) satisfies \(\Phi(\tau)=\tau\), and that \(\Phi^k(\rho)\to\tau\) for every density matrix \(\rho\).

**Entries are bounded.** The diagonal entries of a density matrix \(\rho\) are nonnegative and sum to one, so each is at most one. For an entry \(z=\rho_{ij}\), apply positivity to the vector \(x=|z|e_i-\bar z e_j\), where \(e_i\) are the basis vectors:

\[
0\le x^*\rho x=|z|^2\left(\rho_{ii}+\rho_{jj}-2|z|\right).
\]

If \(|z|>1\), the bracket would be negative, so \(|z|\le1\).

**States remain states.** Each \(K_m\rho K_m^*\) is positive semidefinite, and cyclicity gives \(\mathrm{Tr}\,\Psi(\rho)=\mathrm{Tr}(\sum_m K_m^*K_m\rho)=1\). Thus \(\Psi(\rho)\) is a density matrix, and so is the mixture \(\Phi(\rho)=a\sigma+(1-a)\Psi(\rho)\).

**The history can be unrolled.** For every \(k\ge0\),

\[
\Phi^k(\rho)=a\sum_{j<k}(1-a)^j\Psi^j(\sigma)+(1-a)^k\Psi^k(\rho).
\]

This holds at \(k=0\). Since \(\Phi^k(\rho)\) has trace one, the next step applies \((1-a)\Psi\) to the right-hand side and adds \(a\sigma\). Linearity raises each \(j\) to \(j+1\), and \(a\sigma\) supplies the missing term \(j=0\). The index \(j\) counts the steps since the last reset; the final term is the case with no reset at all.

**Trajectories merge.** For two initial states \(\rho,\omega\), the sums are identical and cancel:

\[
\left|\Phi^k(\rho)_{ij}-\Phi^k(\omega)_{ij}\right|
=(1-a)^k\left|\Psi^k(\rho)_{ij}-\Psi^k(\omega)_{ij}\right|\le2(1-a)^k.
\]

**The limit exists and is unique.** Take \(\rho=\sigma\) and \(\omega=\Phi(\sigma)\). Successive points on the trajectory of \(\sigma\) then differ entrywise by at most \(2(1-a)^k\), which is summable because \(a>0\). The trajectory therefore converges to some \(\tau\). Hermiticity, positivity and unit trace survive the limit, and continuity of \(\Phi\) gives \(\Phi(\tau)=\tau\). Merging carries every other trajectory to \(\tau\). A stationary density matrix has a constant trajectory, so it equals \(\tau\).

## Iterating to the steady state

In code, one step is `rho = a*sigma + (1-a)*sum(K @ rho @ K.conj().T for K in Ks)`. Setting \(\omega=\tau\) in the merging bound gives an entrywise error of at most \(2(1-a)^k\) in exact arithmetic. For \(a=0.1\) and a tolerance of \(10^{-6}\), 138 steps suffice, whatever the initial state. This gives simulations of finite-dimensional open systems with such a reset a step count fixed in advance.

## States and maps in Lean

The finite type `n` labels basis states, and `ι` labels Kraus matrices.

```lean
import Mathlib

open Matrix Filter Topology
open scoped ComplexOrder

namespace DoeblinMixing

noncomputable section

variable {n ι : Type*} [Fintype n] [DecidableEq n] [Fintype ι]
```

`IsDensity` contains both conditions on a state.

```lean
/-- A density matrix: positive semidefinite with unit trace. -/
def IsDensity (ρ : Matrix n n ℂ) : Prop := ρ.PosSemidef ∧ ρ.trace = 1
```

The map `kraus K` is linear by construction. Its trace condition is not part of the definition and enters the theorems as the hypothesis `hK`.

```lean
/-- The Kraus map `X ↦ ∑ K_m X K_m^*`. -/
def kraus (K : ι → Matrix n n ℂ) : Matrix n n ℂ →ₗ[ℂ] Matrix n n ℂ where
  toFun X := ∑ m, K m * X * (K m)ᴴ
  map_add' X Y := by simp [mul_add, add_mul, Finset.sum_add_distrib]
  map_smul' c X := by simp [Finset.smul_sum]
```

The weight `a` is a real number, converted to a complex one where it multiplies matrices. The splitting into reset and remainder is given from the start; finding one for a channel specified in another way is a separate problem.

```lean
/-- The Doeblin map: reset to `σ` with weight `a`, evolve by the Kraus map with weight `1 - a`. -/
def doeblin (a : ℝ) (σ : Matrix n n ℂ) (K : ι → Matrix n n ℂ) (X : Matrix n n ℂ) :
    Matrix n n ℂ :=
  (a : ℂ) • (X.trace • σ) + (1 - (a : ℂ)) • kraus K X
```

## Bounds and preservation of states

In the next proof, `q` is positivity on a two-component vector, whose coefficients are locally called `a` and `b`. The step `key` inserts the vector used above, and the second `e` factors the resulting expression.

```lean
/-- Every entry of a density matrix has modulus at most one. -/
theorem norm_entry_le_one {ρ : Matrix n n ℂ} (h : IsDensity ρ) (i j : n) : ‖ρ i j‖ ≤ 1 := by
  -- positivity tested on a vector supported on two basis states
  have q : ∀ (i j : n) (a b : ℂ), 0 ≤ (star a * a * ρ i i + star a * b * ρ i j
      + star b * a * ρ j i + star b * b * ρ j j).re := by
    intro i j a b
    have h2 := (Complex.nonneg_iff.1
      (h.1.dotProduct_mulVec_nonneg (Pi.single i a + Pi.single j b))).1
    have s : ∀ (k : n) (c : ℂ), star (Pi.single k c : n → ℂ) = Pi.single k (star c) := by
      intro k c
      ext l
      by_cases hl : l = k
      · subst hl; simp
      · simp [hl]
    have m : ∀ (k l : n) (c : ℂ), (ρ *ᵥ Pi.single l c) k = ρ k l * c := by
      intro k l c
      change (fun l' => ρ k l') ⬝ᵥ Pi.single l c = _
      rw [dotProduct_single]
    have e : star a * a * ρ i i + star a * b * ρ i j + star b * a * ρ j i + star b * b * ρ j j
        = star (Pi.single i a + Pi.single j b : n → ℂ) ⬝ᵥ
          (ρ *ᵥ (Pi.single i a + Pi.single j b)) := by
      rw [star_add, s, s]
      simp only [Matrix.mulVec_add, add_dotProduct, dotProduct_add, single_dotProduct, m]
      ring
    rw [e]
    exact h2
  have d : ∀ k, 0 ≤ (ρ k k).re := fun k => by simpa using q k k 1 0
  have tr : ∑ k, (ρ k k).re = 1 := by
    have := congrArg Complex.re h.2
    simpa [Matrix.trace] using this
  have le1 : ∀ k, (ρ k k).re ≤ 1 := fun k => by
    rw [← tr]
    exact Finset.single_le_sum (f := fun k => (ρ k k).re) (fun k _ => d k) (Finset.mem_univ k)
  have hji : ρ j i = star (ρ i j) := (h.1.isHermitian.apply j i).symm
  have hz : starRingEnd ℂ (ρ i j) * ρ i j = (‖ρ i j‖ : ℂ) ^ 2 := Complex.conj_mul' _
  have key := q i j (‖ρ i j‖ : ℂ) (-star (ρ i j))
  have e : star (‖ρ i j‖ : ℂ) * (‖ρ i j‖ : ℂ) * ρ i i
      + star (‖ρ i j‖ : ℂ) * (-star (ρ i j)) * ρ i j
      + star (-star (ρ i j)) * (‖ρ i j‖ : ℂ) * ρ j i
      + star (-star (ρ i j)) * (-star (ρ i j)) * ρ j j
      = ((‖ρ i j‖ ^ 2 : ℝ) : ℂ) * (ρ i i + ρ j j - ((2 * ‖ρ i j‖ : ℝ) : ℂ)) := by
    rw [hji]
    simp only [star_neg, Complex.star_def, Complex.conj_ofReal, Complex.conj_conj]
    push_cast
    linear_combination (ρ j j - 2 * (‖ρ i j‖ : ℂ)) * hz
  rw [e, Complex.re_ofReal_mul, Complex.sub_re, Complex.add_re, Complex.ofReal_re] at key
  by_contra hc
  have hc' : 1 < ‖ρ i j‖ := lt_of_not_ge hc
  have hneg : (ρ i i).re + (ρ j j).re - 2 * ‖ρ i j‖ < 0 := by linarith [le1 i, le1 j]
  have hpos : 0 < ‖ρ i j‖ ^ 2 := by positivity
  linarith [mul_neg_of_pos_of_neg hpos hneg]
```

Cyclicity of the trace appears as `Matrix.trace_mul_cycle`.

```lean
/-- A Kraus map with `∑ K_m^* K_m = 1` sends density matrices to density matrices. -/
theorem kraus_density {K : ι → Matrix n n ℂ} (hK : ∑ m, (K m)ᴴ * K m = 1)
    {ρ : Matrix n n ℂ} (h : IsDensity ρ) : IsDensity (kraus K ρ) := by
  refine ⟨Matrix.posSemidef_sum _ fun m _ => h.1.mul_mul_conjTranspose_same (K m), ?_⟩
  change (∑ m, K m * ρ * (K m)ᴴ).trace = 1
  rw [Matrix.trace_sum, Finset.sum_congr rfl fun m _ => Matrix.trace_mul_cycle (K m) ρ (K m)ᴴ,
    ← Matrix.trace_sum, ← Finset.sum_mul, hK, one_mul, h.2]
```

The mixture of two states is handled next, followed by induction over repeated steps.

```lean
/-- If `0 ≤ a ≤ 1`, `σ` is a density matrix and `∑ K_m^* K_m = 1`, the Doeblin map sends density
matrices to density matrices. -/
theorem doeblin_density {a : ℝ} (h0 : 0 ≤ a) (h1 : a ≤ 1) {σ : Matrix n n ℂ} (hσ : IsDensity σ)
    {K : ι → Matrix n n ℂ} (hK : ∑ m, (K m)ᴴ * K m = 1)
    {ρ : Matrix n n ℂ} (h : IsDensity ρ) : IsDensity (doeblin a σ K ρ) := by
  have hk := kraus_density hK h
  have p0 : (0 : ℂ) ≤ (a : ℂ) := Complex.zero_le_real.2 h0
  have p1 : (0 : ℂ) ≤ 1 - (a : ℂ) := by
    have := Complex.zero_le_real.2 (sub_nonneg.2 h1)
    simpa using this
  unfold doeblin
  rw [h.2, one_smul]
  refine ⟨(hσ.1.smul p0).add (hk.1.smul p1), ?_⟩
  rw [Matrix.trace_add, Matrix.trace_smul, Matrix.trace_smul, hσ.2, hk.2]
  simp

omit [DecidableEq n] in
/-- A map that preserves density matrices does so after any number of steps. -/
theorem iterate_density {f : Matrix n n ℂ → Matrix n n ℂ}
    (hf : ∀ X, IsDensity X → IsDensity (f X)) {ρ : Matrix n n ℂ} (h : IsDensity ρ) (k : ℕ) :
    IsDensity (f^[k] ρ) := by
  induction k with
  | zero => exact h
  | succ k ih => rw [Function.iterate_succ_apply']; exact hf _ ih
```

## The expansion and the merging bound

Both theorems in this section assume \(0\le a\le1\), a density matrix \(\sigma\) and the trace condition `hK`. In the induction, `ht` supplies the unit trace, while `key` moves \((1-a)\Psi\) through the sum and shifts its index.

```lean
/-- The state after `k` steps, sorted by the time elapsed since the last reset to `σ`. -/
theorem iterate_expansion {a : ℝ} (h0 : 0 ≤ a) (h1 : a ≤ 1) {σ : Matrix n n ℂ}
    (hσ : IsDensity σ) {K : ι → Matrix n n ℂ} (hK : ∑ m, (K m)ᴴ * K m = 1)
    {ρ : Matrix n n ℂ} (h : IsDensity ρ) (k : ℕ) :
    (doeblin a σ K)^[k] ρ =
      (a : ℂ) • ∑ j ∈ Finset.range k, (1 - (a : ℂ)) ^ j • (⇑(kraus K))^[j] σ
        + (1 - (a : ℂ)) ^ k • (⇑(kraus K))^[k] ρ := by
  induction k with
  | zero => simp
  | succ k ih =>
    have ht := (iterate_density (fun _ => doeblin_density h0 h1 hσ hK) h k).2
    have key : ∑ j ∈ Finset.range k, (1 - (a : ℂ)) ^ (j + 1) • (⇑(kraus K))^[j + 1] σ
        = (1 - (a : ℂ)) •
          kraus K (∑ j ∈ Finset.range k, (1 - (a : ℂ)) ^ j • (⇑(kraus K))^[j] σ) := by
      rw [map_sum, Finset.smul_sum]
      refine Finset.sum_congr rfl fun j _ => ?_
      rw [map_smul, smul_smul, Function.iterate_succ_apply', pow_succ']
    rw [Function.iterate_succ_apply', doeblin, ht, ih, Finset.sum_range_succ', key,
      Function.iterate_succ_apply']
    simp only [map_add, map_smul, pow_zero, one_smul, Function.iterate_zero, id_eq]
    module
```

The common sums cancel through `add_sub_add_left_eq_sub`; the entry bounds `b1` and `b2` give the factor 2.

```lean
/-- After `k` steps, two trajectories started from density matrices differ in each entry by at most
`2 * (1 - a)^k`. -/
theorem trajectories_merge {a : ℝ} (h0 : 0 ≤ a) (h1 : a ≤ 1) {σ : Matrix n n ℂ}
    (hσ : IsDensity σ) {K : ι → Matrix n n ℂ} (hK : ∑ m, (K m)ᴴ * K m = 1)
    {ρ ω : Matrix n n ℂ} (hρ : IsDensity ρ) (hω : IsDensity ω) (k : ℕ) (i j : n) :
    ‖(doeblin a σ K)^[k] ρ i j - (doeblin a σ K)^[k] ω i j‖ ≤ 2 * (1 - a) ^ k := by
  have b1 := norm_entry_le_one (iterate_density (fun _ => kraus_density hK) hρ k) i j
  have b2 := norm_entry_le_one (iterate_density (fun _ => kraus_density hK) hω k) i j
  have hn : ‖(1 - (a : ℂ)) ^ k‖ = (1 - a) ^ k := by
    rw [norm_pow, show (1 - (a : ℂ)) = ((1 - a : ℝ) : ℂ) by push_cast; rfl,
      Complex.norm_real, Real.norm_of_nonneg (sub_nonneg.2 h1)]
  -- the reset histories are common to both trajectories and cancel
  rw [iterate_expansion h0 h1 hσ hK hρ, iterate_expansion h0 h1 hσ hK hω, Matrix.add_apply,
    Matrix.add_apply, add_sub_add_left_eq_sub, Matrix.smul_apply, Matrix.smul_apply,
    ← smul_sub, norm_smul, hn, mul_comm]
  have hp : 0 ≤ (1 - a) ^ k := pow_nonneg (sub_nonneg.2 h1) k
  exact mul_le_mul_of_nonneg_right ((norm_sub_le _ _).trans (by linarith)) hp
```

## Existence, uniqueness and convergence

An entrywise limit inherits the properties of a state. Positivity is checked on each quadratic form, whose real part stays nonnegative and whose imaginary part stays zero.

```lean
omit [DecidableEq n] in
/-- An entrywise limit of density matrices is a density matrix. -/
theorem density_of_tendsto {R : ℕ → Matrix n n ℂ} {L : Matrix n n ℂ}
    (hR : ∀ k, IsDensity (R k))
    (hl : ∀ i j, Tendsto (fun k => R k i j) atTop (𝓝 (L i j))) : IsDensity L := by
  refine ⟨Matrix.PosSemidef.of_dotProduct_mulVec_nonneg ?_ fun x => ?_, ?_⟩
  · exact Matrix.IsHermitian.ext fun i j => tendsto_nhds_unique (hl j i).star
      ((hl i j).congr fun k => ((hR k).1.isHermitian.apply i j).symm)
  · have t : Tendsto (fun k => star x ⬝ᵥ (R k *ᵥ x)) atTop (𝓝 (star x ⬝ᵥ (L *ᵥ x))) :=
      tendsto_finsetSum _ fun i _ => tendsto_const_nhds.mul
        (tendsto_finsetSum _ fun j _ => (hl i j).mul tendsto_const_nhds)
    have p := fun k => Complex.nonneg_iff.1 ((hR k).1.dotProduct_mulVec_nonneg x)
    refine Complex.nonneg_iff.2 ⟨ge_of_tendsto' ((Complex.continuous_re.tendsto _).comp t)
      fun k => (p k).1, ?_⟩
    exact tendsto_nhds_unique (tendsto_const_nhds.congr fun k => (p k).2)
      ((Complex.continuous_im.tendsto _).comp t)
  · have t : Tendsto (fun k => (R k).trace) atTop (𝓝 L.trace) :=
      tendsto_finsetSum _ fun i _ => hl i i
    simp only [(hR _).2] at t
    exact tendsto_nhds_unique t tendsto_const_nhds
```

The main theorem returns `τ` with four properties: it is a density matrix, it is stationary, every stationary density matrix equals it, and all trajectories starting from density matrices converge to it. Convergence is in the usual topology of matrices, which is entrywise. In the proof, `hc` finds the limits of the entries, `conv` transfers convergence to every initial state, and `cont` provides the continuity needed for stationarity.

```lean
/-- Doeblin mixing: if `0 < a ≤ 1`, `σ` is a density matrix and `∑ K_m^* K_m = 1`, then there is
exactly one stationary density matrix, and the iterates converge to it from every initial density
matrix. -/
theorem doeblin_mixing {a : ℝ} (h0 : 0 < a) (h1 : a ≤ 1) {σ : Matrix n n ℂ}
    (hσ : IsDensity σ) {K : ι → Matrix n n ℂ} (hK : ∑ m, (K m)ᴴ * K m = 1) :
    ∃ τ, IsDensity τ ∧ doeblin a σ K τ = τ ∧
      (∀ ω, IsDensity ω → doeblin a σ K ω = ω → ω = τ) ∧
      ∀ ρ, IsDensity ρ → Tendsto (fun k => (doeblin a σ K)^[k] ρ) atTop (𝓝 τ) := by
  have merge := fun {ρ ω : Matrix n n ℂ} (hρ : IsDensity ρ) (hω : IsDensity ω) =>
    trajectories_merge h0.le h1 hσ hK hρ hω
  -- the trajectory of σ is Cauchy in every entry
  have hc : ∀ i j, ∃ z, Tendsto (fun k => (doeblin a σ K)^[k] σ i j) atTop (𝓝 z) := by
    intro i j
    refine cauchySeq_tendsto_of_complete
      (cauchySeq_of_le_geometric (1 - a) 2 (by linarith) fun k => ?_)
    rw [dist_eq_norm, Function.iterate_succ_apply]
    exact merge hσ (doeblin_density h0.le h1 hσ hK hσ) k i j
  choose L hL using hc
  have hτ : IsDensity (Matrix.of L) :=
    density_of_tendsto (iterate_density (fun _ => doeblin_density h0.le h1 hσ hK) hσ) hL
  have hg : Tendsto (fun k : ℕ => 2 * (1 - a) ^ k) atTop (𝓝 0) := by
    simpa using (tendsto_pow_atTop_nhds_zero_of_lt_one
      (sub_nonneg.2 h1) (by linarith : 1 - a < 1)).const_mul 2
  -- every other trajectory follows that of σ
  have conv : ∀ ρ, IsDensity ρ →
      Tendsto (fun k => (doeblin a σ K)^[k] ρ) atTop (𝓝 (Matrix.of L)) := by
    intro ρ hρ
    have h : Tendsto (fun k => (fun i j => (doeblin a σ K)^[k] ρ i j : n → n → ℂ)) atTop
        (𝓝 (fun i j => L i j)) := by
      refine tendsto_pi_nhds.2 fun i => tendsto_pi_nhds.2 fun j => ?_
      have hd := squeeze_zero_norm (fun k => merge hρ hσ k i j) hg
      simpa using hd.add (hL i j)
    exact h
  -- the limit is stationary because the map is continuous
  have cont : Continuous (doeblin a σ K) := by
    have hm : ∀ m, Continuous (fun X : Matrix n n ℂ => K m * X * (K m)ᴴ) := fun m =>
      (continuous_const.matrix_mul continuous_id).matrix_mul continuous_const
    have ck : Continuous (fun X : Matrix n n ℂ => kraus K X) := by
      refine continuous_iff_continuousAt.2 fun X => ?_
      change Tendsto (fun Y : Matrix n n ℂ => ∑ m, K m * Y * (K m)ᴴ) (𝓝 X)
        (𝓝 (∑ m, K m * X * (K m)ᴴ))
      exact tendsto_finsetSum _ fun m _ => (hm m).tendsto X
    have ct : Continuous (fun X : Matrix n n ℂ => X.trace • σ) :=
      (continuous_id.matrix_trace).smul continuous_const
    have c1 : Continuous (fun X : Matrix n n ℂ => (a : ℂ) • (X.trace • σ)) :=
      ct.const_smul (a : ℂ)
    have c2 : Continuous (fun X : Matrix n n ℂ => (1 - (a : ℂ)) • kraus K X) :=
      ck.const_smul (1 - (a : ℂ))
    exact c1.add c2
  refine ⟨Matrix.of L, hτ, isFixedPt_of_tendsto_iterate (conv σ hσ) cont.continuousAt, ?_, conv⟩
  intro ω hω hfix
  have t := conv ω hω
  simp only [Function.iterate_fixed hfix] at t
  exact tendsto_nhds_unique tendsto_const_nhds t
```

## The identity channel and a qubit reset

For \(\Psi=\mathrm{id}\), one step gives \(\Phi(\rho)-\sigma=(1-a)(\rho-\sigma)\), and repetition gives the factor \((1-a)^k\). The geometric rate in the merging bound is therefore attained whenever \(\rho\ne\sigma\). This identity needs only unit traces, not positivity, and holds for every real `a`.

```lean
/-- If the Kraus map is the identity and `σ` and the initial matrix `ρ` have unit trace, the
deviation from `σ` after `k` steps is exactly `(1 - a)^k` times the initial one. -/
theorem exact_rate_identity (a : ℝ) {σ ρ : Matrix n n ℂ} (hσ : σ.trace = 1)
    (hρ : ρ.trace = 1) (k : ℕ) :
    (doeblin a σ (fun _ : Unit => 1))^[k] ρ - σ = (1 - (a : ℂ)) ^ k • (ρ - σ) := by
  induction k generalizing ρ with
  | zero => simp
  | succ k ih =>
    have e : doeblin a σ (fun _ : Unit => 1) ρ = (a : ℂ) • σ + (1 - (a : ℂ)) • ρ := by
      simp [doeblin, kraus, hρ]
    have ht : ((a : ℂ) • σ + (1 - (a : ℂ)) • ρ).trace = 1 := by
      rw [Matrix.trace_add, Matrix.trace_smul, Matrix.trace_smul, hσ, hρ]
      simp
    rw [Function.iterate_succ_apply, e, ih ht]
    module
```

The final example shows that the conditions on \(K\) and \(\sigma\) can be met. The channel with Kraus matrices \(|0\rangle\langle0|\) and \(|0\rangle\langle1|\) sends every qubit state to \(|0\rangle\langle0|\), and \(\sigma=|0\rangle\langle0|\) is a valid reset state. Any \(a\) with \(0<a\le1\) completes the data for the main theorem.

```lean
/-- The qubit Kraus matrices `|0⟩⟨0|` and `|0⟩⟨1|` satisfy the trace condition, and `|0⟩⟨0|` is
a density matrix. -/
theorem reset_witness :
    (∑ m, ((![!![1, 0; 0, 0], !![0, 1; 0, 0]] : Fin 2 → Matrix (Fin 2) (Fin 2) ℂ) m)ᴴ *
      (![!![1, 0; 0, 0], !![0, 1; 0, 0]] : Fin 2 → Matrix (Fin 2) (Fin 2) ℂ) m = 1) ∧
    IsDensity (!![1, 0; 0, 0] : Matrix (Fin 2) (Fin 2) ℂ) := by
  refine ⟨?_, ?_, ?_⟩
  · ext i j
    fin_cases i <;> fin_cases j <;> simp [Fin.sum_univ_succ, Matrix.mul_apply]
  · have e : (!![1, 0; 0, 0] : Matrix (Fin 2) (Fin 2) ℂ)
        = (!![1, 0; 0, 0] : Matrix (Fin 2) (Fin 2) ℂ)ᴴ * !![1, 0; 0, 0] := by
      ext i j
      fin_cases i <;> fin_cases j <;> simp [Fin.sum_univ_succ, Matrix.mul_apply]
    rw [e]
    exact Matrix.posSemidef_conjTranspose_mul_self _
  · simp [Matrix.trace_fin_two]

end

end DoeblinMixing
```

```lean
#print axioms DoeblinMixing.norm_entry_le_one
#print axioms DoeblinMixing.doeblin_mixing
#print axioms DoeblinMixing.exact_rate_identity
```

```
'DoeblinMixing.norm_entry_le_one' depends on axioms: [propext, Classical.choice, Quot.sound]
'DoeblinMixing.doeblin_mixing' depends on axioms: [propext, Classical.choice, Quot.sound]
'DoeblinMixing.exact_rate_identity' depends on axioms: [propext, Classical.choice, Quot.sound]
```
